# Natural orbitals and unpaired electrons from corresponding orbitals

When a bond is stretched, an unrestricted determinant lets its alpha and beta electrons occupy different orbitals. A pair can then be neither fully closed nor fully open. How many electrons are effectively unpaired, and what are the natural orbitals? For a single determinant of real orbitals in a finite basis, the alpha-beta overlaps give the number. With equally many alpha and beta electrons, the natural orbitals of nonzero occupation can be built as sums and differences of corresponding orbitals, which are defined below.

```lean
import Mathlib

open Matrix

namespace CorrespondingOrbitals

noncomputable section

variable {n ι κ : Type*} [Fintype n] [Fintype ι] [Fintype κ] [DecidableEq ι] [DecidableEq κ]
```

Orbitals are coefficient vectors in an orthonormal basis indexed by `n`. The alpha orbitals $a_i$ are labelled by `ι` and the beta orbitals $b_j$ by `κ`, with $N_\alpha$ and $N_\beta$ members. Lean writes the dot product as `⬝ᵥ` and a matrix acting on a vector as `*ᵥ`.

```lean
/-- The orbitals `a i`, given by real coefficients in an orthonormal basis, are orthonormal. -/
def IsOrthonormalFamily {ι : Type*} [DecidableEq ι] (a : ι → n → ℝ) : Prop :=
  ∀ i j, a i ⬝ᵥ a j = if i = j then 1 else 0
```

Each spin has a density matrix, $P_a=\sum_i a_ia_i^T$ and likewise $P_b$.

```lean
/-- The density matrix of one spin: the sum of the outer products of its occupied orbitals. -/
def density {n ι : Type*} [Fintype ι] (a : ι → n → ℝ) : Matrix n n ℝ :=
  ∑ i, vecMulVec (a i) (a i)
```

Their sum is $D$, whose eigenvalues are the natural occupations.

```lean
/-- The total density matrix `D = Pa + Pb` of the alpha orbitals `a` and beta orbitals `b`. -/
def totalDensity {n ι κ : Type*} [Fintype ι] [Fintype κ]
    (a : ι → n → ℝ) (b : κ → n → ℝ) : Matrix n n ℝ :=
  density a + density b
```

Several measures of the unpaired number are in use; the one taken here is $N_u=\mathrm{tr}(2D-D^2)$. An occupation $m$ contributes $m(2-m)$, which is zero for an empty or doubly occupied orbital and one for a singly occupied orbital.

```lean
/-- The number of effectively unpaired electrons, `tr (2D - D²)`. -/
def unpaired (a : ι → n → ℝ) (b : κ → n → ℝ) : ℝ :=
  trace ((2 : ℝ) • totalDensity a b - totalDensity a b * totalDensity a b)
```

Corresponding orbitals are two equally large sets in which $a_i$ overlaps only with its partner $b_i$, by an amount $d_i$. This pairing is assumed here. In a program it comes from a singular value decomposition of $C_a^TSC_b$, where $C_a$ and $C_b$ hold the occupied coefficients and $S$ is the basis overlap matrix; the singular values are the $d_i$.

```lean
/-- Alpha and beta orbitals are corresponding orbitals with overlaps `d i`: each set is
orthonormal, and `a i` overlaps only with its partner `b i`. -/
structure Corresponding (a b : ι → n → ℝ) (d : ι → ℝ) : Prop where
  alpha : IsOrthonormalFamily a
  beta : IsOrthonormalFamily b
  overlap : ∀ i j, a i ⬝ᵥ b j = if i = j then d i else 0
```

(a) Show how a density matrix acts on a vector: $P_av=\sum_i(a_i\cdot v)\,a_i$.

Component $x$ of $P_av$ is $\sum_y\sum_i a_i(x)a_i(y)v(y)$. Exchange the sums, as `Finset.sum_comm` does.

```lean
omit [DecidableEq ι] in
/-- A density matrix sends `v` to the sum of the occupied orbitals `a i`, each weighted by its dot
product with `v`. -/
theorem density_mulVec (a : ι → n → ℝ) (v : n → ℝ) :
    density a *ᵥ v = ∑ i, (a i ⬝ᵥ v) • a i := by
  ext x
  simp only [density, Matrix.mulVec, dotProduct, Matrix.sum_apply, vecMulVec_apply,
    Finset.sum_apply, Pi.smul_apply, smul_eq_mul, Finset.sum_mul]
  rw [Finset.sum_comm]
  refine Finset.sum_congr rfl fun i _ => Finset.sum_congr rfl fun y _ => ?_
  ring
```

(b) Multiply two outer products: $(uu^T)(ww^T)=(u\cdot w)\,uw^T$.

Entry $(x,y)$ is $\sum_z u_xu_zw_zw_y=(u\cdot w)\,u_xw_y$.

```lean
private lemma outer_mul (u w : n → ℝ) :
    vecMulVec u u * vecMulVec w w = (u ⬝ᵥ w) • vecMulVec u w := by
  ext x y
  simp only [Matrix.mul_apply, vecMulVec_apply, Matrix.smul_apply, smul_eq_mul, dotProduct,
    Finset.sum_mul]
  refine Finset.sum_congr rfl fun z _ => ?_
  ring
```

(c) Find the trace of an outer product: $\mathrm{tr}(uw^T)=u\cdot w$.

The diagonal entries are $u_xw_x$; add them.

```lean
private lemma trace_outer (u w : n → ℝ) : trace (vecMulVec u w) = u ⬝ᵥ w := by
  simp only [trace, diag_apply, vecMulVec_apply, dotProduct]
```

(d) Show that orthonormal orbitals give $P_a^2=P_a$.

By (b), $P_a^2=\sum_{ij}(a_i\cdot a_j)\,a_ia_j^T$, and orthonormality leaves only $i=j$.

```lean
/-- The density matrix of orthonormal orbitals is idempotent. -/
theorem density_idempotent {a : ι → n → ℝ} (ha : IsOrthonormalFamily a) :
    density a * density a = density a := by
  have h : ∀ i j, a i ⬝ᵥ a j = if i = j then 1 else 0 := ha
  simp only [density, Finset.sum_mul_sum, outer_mul, h, ite_smul, one_smul, zero_smul,
    Finset.sum_ite_eq, Finset.mem_univ, if_true]
```

(e) Count the electrons of one spin: $\mathrm{tr}\,P_a=N_\alpha$.

By (c), each orbital contributes $a_i\cdot a_i=1$.

```lean
private lemma trace_density {a : ι → n → ℝ} (ha : IsOrthonormalFamily a) :
    trace (density a) = Fintype.card ι := by
  have h : ∀ i j, a i ⬝ᵥ a j = if i = j then 1 else 0 := ha
  simp [density, Matrix.trace_sum, h]
```

(f) Relate $N_u$ to the spin density matrix: $2D-D^2=(P_a-P_b)^2$.

By (d), $D^2=P_a+P_b+P_aP_b+P_bP_a$. Both sides therefore equal $P_a+P_b-P_aP_b-P_bP_a$.

```lean
/-- For orthonormal alpha and beta orbitals, `2D - D²` is the square of the spin density
matrix `Pa - Pb`. -/
theorem two_smul_sub_sq {a : ι → n → ℝ} {b : κ → n → ℝ}
    (ha : IsOrthonormalFamily a) (hb : IsOrthonormalFamily b) :
    (2 : ℝ) • totalDensity a b - totalDensity a b * totalDensity a b
      = (density a - density b) * (density a - density b) := by
  simp only [totalDensity, two_smul, add_mul, mul_add, sub_mul, mul_sub,
    density_idempotent ha, density_idempotent hb]
  abel
```

(g) Without assuming any pairing, show that $N_u=N_\alpha+N_\beta-2\sum_{ij}(a_i\cdot b_j)^2$.

Take the trace of (f). The two cross terms have equal traces by cyclicity, and (b) and (c) give $\mathrm{tr}(P_aP_b)=\sum_{ij}(a_i\cdot b_j)^2$. In code this sum is the squared Frobenius norm of $C_a^TSC_b$, so $N_u$ needs no diagonalisation.

```lean
/-- For orthonormal alpha and beta orbitals, in any numbers, the number of effectively unpaired
electrons is the electron number minus twice the sum of all squared alpha-beta overlaps. -/
theorem unpaired_eq {a : ι → n → ℝ} {b : κ → n → ℝ}
    (ha : IsOrthonormalFamily a) (hb : IsOrthonormalFamily b) :
    unpaired a b = Fintype.card ι + Fintype.card κ - 2 * ∑ i, ∑ j, (a i ⬝ᵥ b j) ^ 2 := by
  have hab : trace (density a * density b) = ∑ i, ∑ j, (a i ⬝ᵥ b j) ^ 2 := by
    simp only [density, Finset.sum_mul_sum, Matrix.trace_sum, outer_mul, Matrix.trace_smul,
      trace_outer, smul_eq_mul, sq]
  have e : (density a - density b) * (density a - density b)
      = density a + density b - density a * density b - density b * density a := by
    simp only [sub_mul, mul_sub, density_idempotent ha, density_idempotent hb]
    abel
  rw [unpaired, two_smul_sub_sq ha hb, e, Matrix.trace_sub, Matrix.trace_sub, Matrix.trace_add,
    Matrix.trace_mul_comm (density b) (density a), hab, trace_density ha, trace_density hb]
  ring
```

(h) Show that $N_u=0$ exactly when $P_a=P_b$.

The matrix $M=P_a-P_b$ is symmetric, so $N_u=\mathrm{tr}\,M^2=\sum_{xy}M_{xy}^2$. A sum of squares vanishes only if every entry does. The converse is immediate from (f).

```lean
/-- For orthonormal alpha and beta orbitals, the number of effectively unpaired electrons vanishes
exactly when the alpha and beta density matrices coincide. -/
theorem unpaired_eq_zero_iff {a : ι → n → ℝ} {b : κ → n → ℝ}
    (ha : IsOrthonormalFamily a) (hb : IsOrthonormalFamily b) :
    unpaired a b = 0 ↔ density a = density b := by
  rw [unpaired, two_smul_sub_sq ha hb]
  constructor
  · intro h
    have hM : ∀ x y, (density a - density b) x y = (density a - density b) y x := by
      intro x y
      simp only [density, Matrix.sub_apply, Matrix.sum_apply, vecMulVec_apply]
      congr 1 <;> exact Finset.sum_congr rfl fun i _ => mul_comm _ _
    -- the trace is the sum of the squares of all entries of `Pa - Pb`
    have hs : trace ((density a - density b) * (density a - density b))
        = ∑ x, ∑ y, ((density a - density b) x y) ^ 2 := by
      simp only [trace, diag_apply, Matrix.mul_apply]
      refine Finset.sum_congr rfl fun x _ => Finset.sum_congr rfl fun y _ => ?_
      rw [hM y x, sq]
    rw [hs] at h
    ext x y
    have h1 := (Finset.sum_eq_zero_iff_of_nonneg
      (fun x _ => Finset.sum_nonneg fun y _ => sq_nonneg _)).1 h x (Finset.mem_univ x)
    have h2 := (Finset.sum_eq_zero_iff_of_nonneg
      (fun y _ => sq_nonneg _)).1 h1 y (Finset.mem_univ y)
    have h3 := pow_eq_zero_iff two_ne_zero |>.1 h2
    rw [Matrix.sub_apply] at h3
    linarith
  · intro h
    simp [h]
```

(i) For corresponding orbitals, reverse the overlap: $b_i\cdot a_j=d_i\delta_{ij}$.

The dot product is symmetric, and $d_j\delta_{ji}=d_i\delta_{ij}$.

```lean
omit [Fintype ι] in
private lemma overlap_symm {a b : ι → n → ℝ} {d : ι → ℝ} (h : Corresponding a b d) (i j : ι) :
    b i ⬝ᵥ a j = if i = j then d i else 0 := by
  rw [dotProduct_comm, h.overlap j i]
  by_cases e : i = j
  · simp [e]
  · simp [e, Ne.symm e]
```

(j) Show that $(a_i\pm b_i)\cdot(a_j\pm b_j)=2(1\pm d_i)\delta_{ij}$ with equal signs, and $(a_i+b_i)\cdot(a_j-b_j)=0$.

Expand. Equal signs give $\delta_{ij}(1\pm d_i\pm d_i+1)$; mixed signs give $\delta_{ij}(1-d_i+d_i-1)$.

```lean
omit [Fintype ι] in
/-- Sums and differences of corresponding orbitals are mutually orthogonal, with squared norms
`2 (1 + d i)` and `2 (1 - d i)`. -/
theorem sum_difference_orthogonal {a b : ι → n → ℝ} {d : ι → ℝ} (h : Corresponding a b d)
    (i j : ι) :
    (a i + b i) ⬝ᵥ (a j + b j) = (if i = j then 2 * (1 + d i) else 0) ∧
    (a i - b i) ⬝ᵥ (a j - b j) = (if i = j then 2 * (1 - d i) else 0) ∧
    (a i + b i) ⬝ᵥ (a j - b j) = 0 := by
  simp only [add_dotProduct, dotProduct_add, sub_dotProduct, dotProduct_sub, h.alpha i j,
    h.beta i j, h.overlap i j, overlap_symm h i j]
  refine ⟨?_, ?_, ?_⟩ <;> split_ifs <;> ring
```

(k) Suppose $v$ overlaps only with $a_i$, so that $a_j\cdot v=f_j\delta_{ji}$. Show that $P_av=f_ia_i$.

Only one term of (a) survives.

```lean
private lemma density_mulVec_single {a : ι → n → ℝ} {v : n → ℝ} {f : ι → ℝ} (i : ι)
    (h : ∀ j, a j ⬝ᵥ v = if j = i then f j else 0) : density a *ᵥ v = f i • a i := by
  rw [density_mulVec]
  simp [h, ite_smul]
```

(l) Let $|d_i|<1$ for all $i$, so that no pair coincides up to sign. Show that $a_i\pm b_i$ are nonzero, that $D(a_i\pm b_i)=(1\pm d_i)(a_i\pm b_i)$, and that $N_u=2\sum_i(1-d_i^2)$.

By (j) the squared norms $2(1\pm d_i)$ are positive; the normalised natural orbitals are $(a_i\pm b_i)/\sqrt{2(1\pm d_i)}$. By (i) and (k), $Da_i=a_i+d_ib_i$ and $Db_i=b_i+d_ia_i$. Adding and subtracting gives the eigenvalue equations, a step that `module` carries out. For $N_u$, put $N_\alpha=N_\beta$ and $\sum_j(a_i\cdot b_j)^2=d_i^2$ into (g). The occupations $1\pm d_i$ add up to $2N_\alpha=\mathrm{tr}\,D$, and $D$ has no negative eigenvalues, so all other occupations are zero. A closed-shell pair, with $d_i=1$, is left out of the theorem because its difference vanishes: $a_i=b_i$ is then itself a natural orbital with occupation 2, and it adds nothing to $N_u$.

```lean
/-- Corresponding orbitals with overlaps `|d i| < 1` give unnormalised natural orbitals `a i + b i`
and `a i - b i` with occupations `1 + d i` and `1 - d i`, and the number of effectively unpaired
electrons is `2 ∑ (1 - d i ^ 2)`. -/
theorem natural_orbitals_and_unpaired {a b : ι → n → ℝ} {d : ι → ℝ}
    (h : Corresponding a b d) (hd : ∀ i, |d i| < 1) :
    (∀ i, a i + b i ≠ 0 ∧ totalDensity a b *ᵥ (a i + b i) = (1 + d i) • (a i + b i)) ∧
    (∀ i, a i - b i ≠ 0 ∧ totalDensity a b *ᵥ (a i - b i) = (1 - d i) • (a i - b i)) ∧
    unpaired a b = 2 * ∑ i, (1 - d i ^ 2) := by
  -- each density matrix keeps its own orbital and projects the partner onto it
  have haa : ∀ i, density a *ᵥ a i = (1 : ℝ) • a i := fun i =>
    density_mulVec_single (f := fun _ => 1) i fun j => h.alpha j i
  have hbb : ∀ i, density b *ᵥ b i = (1 : ℝ) • b i := fun i =>
    density_mulVec_single (f := fun _ => 1) i fun j => h.beta j i
  have hab : ∀ i, density a *ᵥ b i = d i • a i := fun i =>
    density_mulVec_single i fun j => h.overlap j i
  have hba : ∀ i, density b *ᵥ a i = d i • b i := fun i =>
    density_mulVec_single i fun j => overlap_symm h j i
  refine ⟨fun i => ⟨fun h0 => ?_, ?_⟩, fun i => ⟨fun h0 => ?_, ?_⟩, ?_⟩
  · have hn := (sum_difference_orthogonal h i i).1
    rw [h0, zero_dotProduct, if_pos rfl] at hn
    linarith [(abs_lt.1 (hd i)).1]
  · rw [totalDensity, Matrix.add_mulVec, Matrix.mulVec_add, Matrix.mulVec_add, haa, hbb, hab, hba]
    module
  · have hn := (sum_difference_orthogonal h i i).2.1
    rw [h0, zero_dotProduct, if_pos rfl] at hn
    linarith [(abs_lt.1 (hd i)).2]
  · rw [totalDensity, Matrix.add_mulVec, Matrix.mulVec_sub, Matrix.mulVec_sub, haa, hbb, hab, hba]
    module
  · have hs : ∀ i, ∑ j, (a i ⬝ᵥ b j) ^ 2 = d i ^ 2 := by
      intro i
      simp [h.overlap, ite_pow]
    rw [unpaired_eq h.alpha h.beta]
    simp only [hs, Finset.sum_sub_distrib, Finset.sum_const, Finset.card_univ, nsmul_eq_mul,
      mul_one]
    ring
```

(m) Verify that two explicit pairs in four dimensions satisfy the hypotheses of (l), with $d=(3/5,\,5/13)$.

The pairs occupy separate coordinate planes, and $3^2+4^2=5^2$ and $5^2+12^2=13^2$ normalise the beta orbitals. Lean checks every index pair. The occupations from (l) are $8/5,\,2/5$ and $18/13,\,8/13$, which sum to four electrons.

```lean
/-- Two pairs of orbitals in a four-dimensional space, with overlaps `3/5` and `5/13`, are
corresponding orbitals with overlaps below one in magnitude. -/
theorem corresponding_witness :
    Corresponding (n := Fin 4) (ι := Fin 2) ![![1, 0, 0, 0], ![0, 0, 1, 0]]
      ![![3/5, 4/5, 0, 0], ![0, 0, 5/13, 12/13]] ![3/5, 5/13] ∧
    ∀ i : Fin 2, |(![3/5, 5/13] : Fin 2 → ℝ) i| < 1 := by
  refine ⟨⟨?_, ?_, ?_⟩, ?_⟩
  · intro i j
    fin_cases i <;> fin_cases j <;> norm_num [dotProduct, Fin.sum_univ_succ]
  · intro i j
    fin_cases i <;> fin_cases j <;> norm_num [dotProduct, Fin.sum_univ_succ]
  · intro i j
    fin_cases i <;> fin_cases j <;> norm_num [dotProduct, Fin.sum_univ_succ]
  · intro i
    fin_cases i <;> norm_num [abs_lt]

end

end CorrespondingOrbitals
```

```lean
#print axioms CorrespondingOrbitals.unpaired_eq_zero_iff
-- 'CorrespondingOrbitals.unpaired_eq_zero_iff' depends on axioms: [propext, Classical.choice, Quot.sound]
#print axioms CorrespondingOrbitals.natural_orbitals_and_unpaired
-- 'CorrespondingOrbitals.natural_orbitals_and_unpaired' depends on axioms: [propext, Classical.choice, Quot.sound]
```
